# The two-centre radial integral and the overlap volume of two equal spheres for 0 < R ≤ a

To say that a radial integral equals an overlap volume, one must first decide what each side is. Here the two are defined independently. The integral is an iterated one-dimensional integral over the distances r and s from two centres a distance R apart. The volume is the Lebesgue measure of the set of points lying in two balls of radius a. Each side is evaluated in closed form and the results are compared. The claim is that for 0 < R ≤ a

    I(a,R) = (2π/R) ∫₀^a r [ ∫ from |R−r| to min(a, R+r) of s ds ] dr = π(4a+R)(2a−R)²/12,

and that this number is the volume common to the two balls. The restriction R ≤ a is geometric: each centre lies inside or on the other sphere.

## Bipolar coordinates and spherical shells

Let f(r) and g(s) be radial functions about the first and the second centre. Take spherical coordinates (r, θ, φ) about the first centre, with the polar axis through the second. Then s² = R² + r² − 2Rr cos θ, so at fixed r one has s ds = Rr sin θ dθ, and the volume element r² sin θ dr dθ dφ becomes (rs/R) dr ds dφ. As θ runs from 0 to π, s runs from |R−r| to R+r, and the φ integration gives 2π. The integral of fg over space takes the form

    T(f,g;R) = (2π/R) ∫₀^∞ r f(r) [ ∫ from |R−r| to R+r of s g(s) ds ] dr.

This change of variables motivates the definition of T and is not among the theorems below.

For uniform spheres of unit density, f is 1 for r ≤ a and 0 beyond, and g likewise with radius b. The first step function ends the outer integral at a. The second cuts both inner limits at b:

    T = (2π/R) ∫₀^a W(r) dr,   W(r) = r [ min(b, R+r)² − min(b, |R−r|)² ] / 2.

A shell of radius r about the first centre can lie in three ways relative to the second sphere:

    inside, R+r ≤ b:           W = r [(R+r)² − (R−r)²]/2 = 2R r²
    cut, |R−r| ≤ b ≤ R+r:      W = (b²−R²) r/2 + R r² − r³/2
    outside, b ≤ |R−r|:        W = 0

The middle line has the primitive F(r) = (b²−R²) r²/4 + R r³/3 − r⁴/8. Suppose |a−b| ≤ R ≤ a+b, so that the surfaces meet, and put u = |b−R|, which is then at most a. All shells with u ≤ r ≤ a are cut. Those with r ≤ u are inside if R ≤ b and outside if b ≤ R. In the first case F(u) = u³(3b+17R)/24 and the small shells add 2Ru³/3; in the second F(u) = −u³(3b+R)/24 and they add nothing. Both cases give

    ∫₀^a W dr = F(a) − (b−R)³(3b+R)/24,

and multiplying by 2π/R and factorising,

    T = π (a+b−R)² [ R² + 2R(a+b) − 3(a−b)² ] / (12R).

For b = a the bracket is R(R+4a), so

    T = π(4a+R)(2a−R)²/12 = 4πa³/3 − πa²R + πR³/12   for 0 < R ≤ 2a.

The integral I differs from this T only in lacking the cutoff on the lower limit. If 0 < R ≤ a and 0 ≤ r ≤ a, then |R−r| ≤ a, the missing cutoff is inactive, and I = T.

## The lens as a stack of discs

Place the centres at ±R/2 on the x axis and let ρ be the distance from the axis. A point is in both balls when (x+R/2)² + ρ² < a² and (x−R/2)² + ρ² < a². The farther centre sets the stronger condition, so the slice at x is the disc ρ² < a² − (|x|+R/2)², which is empty for |x| ≥ a − R/2. For 0 ≤ R ≤ 2a, with y = x + R/2 on the right half, the volume V is

    V = 2π ∫ from R/2 to a of (a² − y²) dy = 2π (2a³/3 − a²R/2 + R³/24),

which is the polynomial found for T. At R = a it is 5πa³/12.

For two s-type orbitals that are constant inside a cutoff radius a and zero beyond it, each normalised by the factor (4πa³/3)^(−1/2), the overlap matrix element is V/(4πa³/3) = 1 − 3R/(4a) + R³/(16a³) for 0 ≤ R ≤ 2a, equal to 5/16 at R = a; this flat profile serves only to illustrate the overlap, since its jump at the cutoff makes the kinetic energy infinite.

## Densities, integrals and balls in Lean

```lean
import Mathlib

open Real MeasureTheory Set intervalIntegral

namespace TwoCentreSphereOverlap

noncomputable section
```

The step density includes the surface r = a.

```lean
/-- Radial density of a uniform unit-density sphere of radius `a`. -/
def density (a r : ℝ) : ℝ := if r ≤ a then 1 else 0
```

`twoCentre f g R` is T, with the outer integral over `Ioi (0 : ℝ)`, the positive half-line. At R = 0 Lean's division makes the prefactor zero, so every theorem about `twoCentre` assumes `0 < R`.

```lean
/-- Two-centre integral of radial functions `f`, `g` at separation `R` in bipolar coordinates. -/
def twoCentre (f g : ℝ → ℝ) (R : ℝ) : ℝ :=
  2 * π / R * ∫ r in Ioi (0 : ℝ), r * f r * ∫ s in |R - r|..(R + r), s * g s
```

`radialIntegral a R` is I. An integral written with `..` between its limits is oriented: it changes sign when the upper limit falls below the lower one.

```lean
/-- The radial integral with only the upper limit of the inner integral cut off at `a`. -/
def radialIntegral (a R : ℝ) : ℝ :=
  2 * π / R * ∫ r in (0 : ℝ)..a, r * ∫ s in |R - r|..min a (R + r), s
```

`shellTerm b R r` is W(r).

```lean
/-- Outer integrand: `r` times the integral of `s` between both limits cut off at `b`. -/
def shellTerm (b R r : ℝ) : ℝ := r * ((min b (R + r) ^ 2 - min b |R - r| ^ 2) / 2)
```

Space is `ℝ × ℂ`, the axis times the transverse plane, with length measure times area measure, and `‖p.2‖` is ρ. The ball is written out as a Euclidean inequality because the default metric on a product type is the maximum of the two distances, whose balls here would be cylinders. These balls are open while `density` describes closed ones; the two differ by a surface, which carries no volume.

```lean
/-- Open ball of radius `a` centred at `c` on the axis, space being axis times plane. -/
def axisBall (c a : ℝ) : Set (ℝ × ℂ) := {p | (p.1 - c) ^ 2 + ‖p.2‖ ^ 2 < a ^ 2}
```

`sliceSq a R x` is the squared disc radius a² − (|x|+R/2)², negative where the slice is empty.

```lean
/-- Squared radius of the disc at axial position `x` common to the balls at `± R/2`. -/
def sliceSq (a R x : ℝ) : ℝ := a ^ 2 - (|x| + R / 2) ^ 2
```

## Reduction to cubic integrands

For uniform spheres every integrand above is a polynomial of degree at most three on each subinterval. `cubic_integral` does the integrations over r and along the axis, while the inner integral of s is Mathlib's `integral_id`. In the proof of `cubic_integral`, `h1` replaces `f` by the polynomial on [u, v], `hd` differentiates the primitive, and `integral_eq_sub_of_hasDerivAt` is the fundamental theorem of calculus.

```lean
/-- Integral of a function that is a cubic polynomial on `[u, v]`. -/
theorem cubic_integral (f : ℝ → ℝ) (c₀ c₁ c₂ c₃ u v : ℝ) (huv : u ≤ v)
    (hf : ∀ r, u ≤ r → r ≤ v → f r = c₀ + c₁ * r + c₂ * r ^ 2 + c₃ * r ^ 3) :
    ∫ r in u..v, f r = c₀ * (v - u) + c₁ / 2 * (v ^ 2 - u ^ 2) + c₂ / 3 * (v ^ 3 - u ^ 3)
      + c₃ / 4 * (v ^ 4 - u ^ 4) := by
  have h1 : ∫ r in u..v, f r = ∫ r in u..v, (c₀ + c₁ * r + c₂ * r ^ 2 + c₃ * r ^ 3) := by
    apply intervalIntegral.integral_congr
    intro r hr
    rw [uIcc_of_le huv] at hr
    exact hf r hr.1 hr.2
  have hd : ∀ r ∈ uIcc u v, HasDerivAt
      (fun r : ℝ => c₀ * r ^ 1 + c₁ / 2 * r ^ 2 + c₂ / 3 * r ^ 3 + c₃ / 4 * r ^ 4)
      (c₀ + c₁ * r + c₂ * r ^ 2 + c₃ * r ^ 3) r := fun r _ => by
    have := ((((hasDerivAt_pow 1 r).const_mul c₀).fun_add
      ((hasDerivAt_pow 2 r).const_mul (c₁ / 2))).fun_add
      ((hasDerivAt_pow 3 r).const_mul (c₂ / 3))).fun_add
      ((hasDerivAt_pow 4 r).const_mul (c₃ / 4))
    exact this.congr_deriv (by ring1)
  rw [h1, integral_eq_sub_of_hasDerivAt hd (Continuous.intervalIntegrable (by fun_prop) _ _)]
  ring
```

`inner_density` writes s g(s) as s times the indicator of s ≤ b (`h1`) and identifies the intersection of (u, v] with that half-line as (min(b,u), min(b,v)] (`h2`). When b ≤ u both ends equal b and the interval is empty.

```lean
/-- The sphere density cuts off both limits of the inner integral at the radius `b`. -/
theorem inner_density (b u v : ℝ) (h : u ≤ v) :
    ∫ s in u..v, s * density b s = ∫ s in min b u..min b v, s := by
  have h1 : (fun s => s * density b s) = (Iic b).indicator (fun s => s) := by
    funext s
    by_cases hs : s ≤ b <;> simp [density, indicator, hs]
  have h2 : Ioc u v ∩ Iic b = Ioc (min b u) (min b v) := by
    ext x
    simp only [mem_inter_iff, mem_Ioc, mem_Iic, min_lt_iff, le_min_iff]
    constructor
    · rintro ⟨⟨p, q⟩, w⟩
      exact ⟨Or.inr p, w, q⟩
    · rintro ⟨p | p, w, q⟩
      · linarith
      · exact ⟨⟨p, q⟩, w⟩
  rw [integral_of_le h, integral_of_le (min_le_min le_rfl h), h1,
    setIntegral_indicator measurableSet_Iic, h2]
```

`twoCentre_density` turns the outer range [0, a] into an indicator on the half-line and compares integrands point by point. The bound `|R - r| ≤ R + r` supplies the ordering that `inner_density` needs, and `integral_id` gives the difference of squares.

```lean
/-- For two uniform spheres the two-centre integral is a single integral over `[0, a]`. -/
theorem twoCentre_density (a b R : ℝ) (ha : 0 ≤ a) (hR : 0 < R) :
    twoCentre (density a) (density b) R = 2 * π / R * ∫ r in (0 : ℝ)..a, shellTerm b R r := by
  unfold twoCentre
  congr 1
  rw [integral_of_le ha, ← Ioi_inter_Iic, ← setIntegral_indicator measurableSet_Iic]
  apply setIntegral_congr_fun measurableSet_Ioi
  intro r hr
  have hr' : 0 < r := hr
  have h : |R - r| ≤ R + r := abs_le.mpr ⟨by linarith, by linarith⟩
  simp only [inner_density b _ _ h, integral_id]
  by_cases hs : r ≤ a <;> simp [density, shellTerm, indicator, hs]
```

## Spheres of radii a and b

`overlap_lens` is the general formula; its hypotheses `h1` and `h2` already force a ≥ 0 and b ≥ 0. The term `outer` integrates the cut shells from any admissible u to a, with coefficients 0, (b²−R²)/2, R and −1/2, giving F(a) − F(u). The split `le_total R b` separates the two cases, `e` handles the small shells, continuity of W (`hc`) permits dividing the range at |b−R|, and `field_simp` with `ring` does the factorisation.

```lean
/-- Two-centre integral of uniform spheres of radii `a`, `b` for `|a - b| ≤ R ≤ a + b`. -/
theorem overlap_lens (a b R : ℝ) (hR : 0 < R) (h1 : |a - b| ≤ R) (h2 : R ≤ a + b) :
    twoCentre (density a) (density b) R =
      π * (a + b - R) ^ 2 * (R ^ 2 + 2 * R * (a + b) - 3 * (a - b) ^ 2) / (12 * R) := by
  obtain ⟨h3, h4⟩ := abs_le.mp h1
  have hc : Continuous (shellTerm b R) := by
    unfold shellTerm
    fun_prop
  -- shells with |b - R| ≤ r ≤ a are cut by the surface of the second sphere
  have outer := fun (u : ℝ) (p : R - b ≤ u) (q : b - R ≤ u) (w : u ≤ a) =>
    cubic_integral (shellTerm b R) 0 ((b ^ 2 - R ^ 2) / 2) R (-1 / 2) u a w (fun r s t => by
      rw [shellTerm, min_eq_left (by linarith : b ≤ R + r),
        min_eq_right (abs_le.mpr ⟨by linarith, by linarith⟩ : |R - r| ≤ b), sq_abs]
      ring)
  rw [twoCentre_density a b R (by linarith) hR]
  rcases le_total R b with h | h
  · -- small shells lie inside the second sphere
    have e := cubic_integral (shellTerm b R) 0 0 (2 * R) 0 0 (b - R) (by linarith)
      (fun r s t => by
        rw [shellTerm, min_eq_right (by linarith : R + r ≤ b),
          min_eq_right (abs_le.mpr ⟨by linarith, by linarith⟩ : |R - r| ≤ b), sq_abs]
        ring)
    rw [← integral_add_adjacent_intervals (b := b - R) (hc.intervalIntegrable _ _)
      (hc.intervalIntegrable _ _), e, outer (b - R) (by linarith) le_rfl (by linarith)]
    field_simp
    ring
  · -- small shells lie outside the second sphere
    have e := cubic_integral (shellTerm b R) 0 0 0 0 0 (R - b) (by linarith)
      (fun r s t => by
        rw [shellTerm, min_eq_left (by linarith : b ≤ R + r),
          min_eq_left (le_abs.mpr (Or.inl (by linarith)) : b ≤ |R - r|)]
        ring)
    rw [← integral_add_adjacent_intervals (b := R - b) (hc.intervalIntegrable _ _)
      (hc.intervalIntegrable _ _), e, outer (R - b) le_rfl (by linarith) (by linarith)]
    field_simp
    ring
```

If R + a ≤ b every shell is inside, W = 2Rr², and T = 4πa³/3; if a + b ≤ R every shell is outside and T = 0. The nested case is stated only with the first sphere inside the second.

```lean
/-- The two-centre integral is `4πa³/3` for `R + a ≤ b` and zero for `a + b ≤ R`. -/
theorem overlap_nested_disjoint (a b R : ℝ) (ha : 0 ≤ a) (hR : 0 < R) :
    (R + a ≤ b → twoCentre (density a) (density b) R = 4 * π * a ^ 3 / 3) ∧
    (a + b ≤ R → twoCentre (density a) (density b) R = 0) := by
  rw [twoCentre_density a b R ha hR]
  refine ⟨fun h => ?_, fun h => ?_⟩
  · rw [cubic_integral (shellTerm b R) 0 0 (2 * R) 0 0 a ha (fun r s t => by
      rw [shellTerm, min_eq_right (by linarith : R + r ≤ b),
        min_eq_right (abs_le.mpr ⟨by linarith, by linarith⟩ : |R - r| ≤ b), sq_abs]
      ring)]
    field_simp
    ring
  · rw [cubic_integral (shellTerm b R) 0 0 0 0 0 a ha (fun r s t => by
      rw [shellTerm, min_eq_left (by linarith : b ≤ R + r),
        min_eq_left (le_abs.mpr (Or.inl (by linarith)) : b ≤ |R - r|)]
      ring)]
    ring
```

Setting b = a reduces `h1` to 0 ≤ R.

```lean
/-- Two-centre integral of two uniform spheres of equal radius for `0 < R ≤ 2a`. -/
theorem overlap_equal (a R : ℝ) (hR : 0 < R) (h : R ≤ 2 * a) :
    twoCentre (density a) (density a) R = π * (4 * a + R) * (2 * a - R) ^ 2 / 12 := by
  rw [overlap_lens a a R hR (by simpa using hR.le) (by linarith)]
  field_simp
  ring
```

## A negative value at R = 2a

The closed form holds for T up to R = 2a, and one may wrongly carry I along with it. For R > a the shells with r < R − a have lower limit R − r above the upper limit a, so the oriented inner integral is negative where the geometry requires zero. At R = 2a and a > 0 the outer integrand is −3a²r/2 + 2ar² − r³/2, its integral over [0, a] is −5a⁴/24, and the prefactor π/a gives I = −5πa³/24, whereas the closed form vanishes for touching spheres.

```lean
/-- At `R = 2a` the integral with only the upper cutoff equals `-5πa³/24`. -/
theorem radialIntegral_two_mul (a : ℝ) (ha : 0 < a) :
    radialIntegral a (2 * a) = -(5 * π * a ^ 3 / 24) := by
  have e := cubic_integral (fun r => r * ∫ s in |2 * a - r|..min a (2 * a + r), s)
    0 (-3 / 2 * a ^ 2) (2 * a) (-1 / 2) 0 a ha.le (fun r s t => by
      simp only [integral_id]
      rw [min_eq_left (by linarith : a ≤ 2 * a + r), sq_abs]
      ring)
  rw [radialIntegral, e]
  field_simp
  ring
```

A program that evaluates T for tabulated s-type functions can store G(s), the integral of t g(t) from t = 0 to s, integrate r f(r) [G(R+r) − G(|R−r|)] over r by quadrature on a radial grid, and multiply by 2π/R. If g vanishes beyond a radius b, then G is constant there, and a table that ends at b serves for every argument once each of the two arguments is replaced by its minimum with b; this is the double `min` in `shellTerm`. For step densities with b = a the lower clamp is inactive when R ≤ a, while the value at R = 2a above shows what dropping it from the oriented integral costs at larger separation. For step densities with |a−b| < R < a+b and b ≠ R, W has a kink at r = |b−R| inside the range of integration; it is a polynomial of degree at most three on each side, so Simpson's rule applied to the two parts separately is exact.

## The volume and the three equalities

`volume_lens` holds for 0 ≤ R ≤ 2a, coincident centres included. Measures take values in [0, ∞], hence `ENNReal.ofReal` around the closed form. In `hs`, the step `hb` shows that the slice is a disc, with the sign of x deciding which ball binds, and `Complex.volume_ball` gives its area, which is zero outside the range |x| < a − R/2. `Measure.prod_apply` integrates the slice areas along the axis, the balls being open and hence measurable (`ho`). Where the derivation doubled one half, `e1` and `e2` integrate the left and right halves separately, with integrands π(a² − R²/4) + πRx − πx² and π(a² − R²/4) − πRx − πx².

```lean
/-- Volume of the intersection of two balls of radius `a` with centres `R ≤ 2a` apart. -/
theorem volume_lens (a R : ℝ) (hR : 0 ≤ R) (h : R ≤ 2 * a) :
    volume (axisBall (-(R / 2)) a ∩ axisBall (R / 2) a) =
      ENNReal.ofReal (π * (4 * a + R) * (2 * a - R) ^ 2 / 12) := by
  have ho : ∀ c, IsOpen (axisBall c a) := fun c => by
    unfold axisBall
    exact isOpen_lt (by fun_prop) (by fun_prop)
  have hh : 0 ≤ a - R / 2 := by linarith
  have hpi : ENNReal.ofReal π = NNReal.pi := by
    rw [← NNReal.coe_real_pi, ENNReal.ofReal_coe_nnreal]
  have hin : ∀ x ∈ Ioc (-(a - R / 2)) (a - R / 2), 0 ≤ sliceSq a R x := fun x hx => by
    have := abs_le.mpr ⟨hx.1.le, hx.2⟩
    have := abs_nonneg x
    unfold sliceSq
    nlinarith
  -- each transverse slice is a disc
  have hs : ∀ x, volume (Prod.mk x ⁻¹' (axisBall (-(R / 2)) a ∩ axisBall (R / 2) a)) =
      (Ioc (-(a - R / 2)) (a - R / 2)).indicator
        (fun x => ENNReal.ofReal (π * sliceSq a R x)) x := fun x => by
    have hb : Prod.mk x ⁻¹' (axisBall (-(R / 2)) a ∩ axisBall (R / 2) a) =
        Metric.ball 0 (√(sliceSq a R x)) := by
      ext z
      simp only [axisBall, sliceSq, mem_preimage, mem_inter_iff, Set.mem_ofPred_eq,
        mem_ball_zero_iff, Real.lt_sqrt (norm_nonneg z)]
      rcases le_total 0 x with p | p
      · have := mul_nonneg p hR
        rw [abs_of_nonneg p]
        exact ⟨fun q => by nlinarith [q.1], fun q => ⟨by nlinarith, by nlinarith⟩⟩
      · have := mul_nonneg (neg_nonneg.mpr p) hR
        rw [abs_of_nonpos p]
        exact ⟨fun q => by nlinarith [q.2], fun q => ⟨by nlinarith, by nlinarith⟩⟩
    rw [hb, Complex.volume_ball]
    by_cases hx : x ∈ Ioc (-(a - R / 2)) (a - R / 2)
    · rw [indicator_of_mem hx, ← ENNReal.ofReal_pow (sqrt_nonneg _), Real.sq_sqrt (hin x hx),
        ENNReal.ofReal_mul pi_pos.le, hpi, mul_comm]
    · have hx' : a - R / 2 ≤ |x| := by
        by_contra hlt
        have := abs_lt.mp (not_le.mp hlt)
        exact hx ⟨this.1, this.2.le⟩
      have hn : sliceSq a R x ≤ 0 := by
        unfold sliceSq
        nlinarith
      rw [indicator_of_notMem hx, Real.sqrt_eq_zero'.mpr hn]
      simp
  have hc : Continuous fun x => π * sliceSq a R x := by
    unfold sliceSq
    fun_prop
  have e1 := cubic_integral (fun x => π * sliceSq a R x) (π * (a ^ 2 - R ^ 2 / 4)) (π * R)
    (-π) 0 (-(a - R / 2)) 0 (by linarith) (fun x s t => by
      simp only [sliceSq, abs_of_nonpos t]
      ring)
  have e2 := cubic_integral (fun x => π * sliceSq a R x) (π * (a ^ 2 - R ^ 2 / 4)) (-(π * R))
    (-π) 0 0 (a - R / 2) hh (fun x s t => by
      simp only [sliceSq, abs_of_nonneg s]
      ring)
  -- Fubini along the axis
  rw [Measure.volume_eq_prod, Measure.prod_apply ((ho _).inter (ho _)).measurableSet,
    lintegral_congr hs, lintegral_indicator measurableSet_Ioc,
    ← ofReal_integral_eq_lintegral_ofReal (hc.intervalIntegrable _ _).1
      ((ae_restrict_iff' measurableSet_Ioc).mpr
        (ae_of_all _ fun x hx => mul_nonneg pi_pos.le (hin x hx))),
    ← integral_of_le (by linarith), ← integral_add_adjacent_intervals (b := 0)
      (hc.intervalIntegrable _ _) (hc.intervalIntegrable _ _), e1, e2]
  congr 1
  ring
```

The final theorem reads: for real a and R with 0 < R ≤ a, the integral I equals π(4a+R)(2a−R)²/12, equals T for two step densities of radius a, and equals the volume of the intersection of the balls centred at −R/2 and R/2, converted to a real number by `toReal`. The step `e` is I = T, where `min_eq_right` removes the inactive cutoff using |R−r| ≤ a; `overlap_equal` and `volume_lens` then supply the same closed form. The comparison with a volume concerns equal radii and centres on the axis; for unequal radii the theorems give the value of T alone.

```lean
/-- For `0 < R ≤ a` the radial integral equals `π(4a+R)(2a-R)²/12`, the two-centre integral
of two uniform spheres, and the volume common to two balls of radius `a` at distance `R`. -/
theorem radialIntegral_eq_overlap (a R : ℝ) (hR : 0 < R) (h : R ≤ a) :
    radialIntegral a R = π * (4 * a + R) * (2 * a - R) ^ 2 / 12 ∧
    radialIntegral a R = twoCentre (density a) (density a) R ∧
    radialIntegral a R = (volume (axisBall (-(R / 2)) a ∩ axisBall (R / 2) a)).toReal := by
  have ha : 0 ≤ a := by linarith
  have e : radialIntegral a R = twoCentre (density a) (density a) R := by
    rw [twoCentre_density a a R ha hR, radialIntegral]
    congr 1
    apply intervalIntegral.integral_congr
    intro r hr
    rw [uIcc_of_le ha] at hr
    -- for R ≤ a the lower cutoff is inactive
    have : |R - r| ≤ a := abs_le.mpr ⟨by linarith [hr.2], by linarith [hr.1]⟩
    simp only [integral_id, shellTerm, min_eq_right this]
  have e' := e.trans (overlap_equal a R hR (by linarith))
  refine ⟨e', e, ?_⟩
  rw [volume_lens a R hR.le (by linarith), ENNReal.toReal_ofReal (by positivity), e']

end

end TwoCentreSphereOverlap
```

```lean
#print axioms TwoCentreSphereOverlap.overlap_nested_disjoint
#print axioms TwoCentreSphereOverlap.radialIntegral_two_mul
#print axioms TwoCentreSphereOverlap.radialIntegral_eq_overlap
```

```
'TwoCentreSphereOverlap.overlap_nested_disjoint' depends on axioms: [propext, Classical.choice, Quot.sound]
'TwoCentreSphereOverlap.radialIntegral_two_mul' depends on axioms: [propext, Classical.choice, Quot.sound]
'TwoCentreSphereOverlap.radialIntegral_eq_overlap' depends on axioms: [propext, Classical.choice, Quot.sound]
```
